# For a real, differentiable, periodic W, a wavefunction of the same period is a zero-energy state of −d²/dx² + W² − W′ exactly when it is a zero mode of d/dx + W

The theorem concerns a single particle on a line, with a real differentiable function W of period a > 0 and a complex wavefunction ψ of the same period, which need not be normalised and may be zero. It states that ψ is a twice differentiable solution of −ψ″ + (W² − W′)ψ = 0 exactly when it is a differentiable solution of the first-order equation ψ′ + Wψ = 0. For the forward direction the attempt sets χ = ψ′ + Wψ and shows that the real part of ψ*χ has derivative |χ|²; since this real part is periodic and never decreases, it is constant, and χ vanishes. For the converse it differentiates ψ′ = −Wψ once more and substitutes the result into the second-order equation.

The failing Lean file:

```lean
import Mathlib

open Function

namespace PeriodicZeroModes

noncomputable section

/-- A zero mode of the first-order operator `d/dx + W`: a differentiable solution of
`ψ' + W ψ = 0`. -/
def IsZeroMode (W : ℝ → ℝ) (ψ : ℝ → ℂ) : Prop :=
  Differentiable ℝ ψ ∧ ∀ x, deriv ψ x + (W x : ℂ) * ψ x = 0

/-- The Hamiltonian `-d²/dx² + W² - W'` applied to a wavefunction. -/
def hamiltonian (W : ℝ → ℝ) (ψ : ℝ → ℂ) (x : ℝ) : ℂ :=
  -deriv (deriv ψ) x + ((W x ^ 2 - deriv W x : ℝ) : ℂ) * ψ x

/-- A twice differentiable solution of the Schrödinger equation at energy zero. -/
def IsZeroEnergyState (W : ℝ → ℝ) (ψ : ℝ → ℂ) : Prop :=
  Differentiable ℝ ψ ∧ Differentiable ℝ (deriv ψ) ∧ ∀ x, hamiltonian W ψ x = 0

variable {W : ℝ → ℝ} {ψ : ℝ → ℂ} {a : ℝ}

lemma IsZeroMode.hasDerivAt (h : IsZeroMode W ψ) (x : ℝ) :
    HasDerivAt ψ (-(W x : ℂ) * ψ x) x :=
  (h.1 x).hasDerivAt.congr_deriv (by linear_combination h.2 x)

/-- A periodic real function whose derivative is nowhere negative has zero derivative. -/
lemma periodic_deriv_zero {g g' : ℝ → ℝ} (ha : 0 < a) (hgp : Periodic g a)
    (hg : ∀ x, HasDerivAt g (g' x) x) (h0 : ∀ x, 0 ≤ g' x) (x : ℝ) : g' x = 0 := by
  have hm : Monotone g := monotone_of_deriv_nonneg (fun x => (hg x).differentiableAt)
    (fun x => by rw [(hg x).deriv]; exact h0 x)
  have hle : ∀ y z, g y ≤ g z := by
    intro y z
    obtain ⟨n, hn⟩ := exists_nat_ge ((y - z) / a)
    rw [div_le_iff₀ ha] at hn
    exact (hm (by linarith : y ≤ z + n * a)).trans_eq (hgp.nat_mul n z)
  have hc : g = fun _ => g 0 := funext fun y => le_antisymm (hle y 0) (hle 0 y)
  have h := hg x
  rw [hc] at h
  exact h.unique (hasDerivAt_const x (g 0))

/-- A periodic wavefunction is a zero-energy state of `-d²/dx² + W² - W'` exactly when it is
a zero mode of `d/dx + W`. -/
theorem zeroEnergy_iff_zeroMode (ha : 0 < a) (hW : Differentiable ℝ W) (hp : Periodic W a)
    (hψ : Periodic ψ a) : IsZeroEnergyState W ψ ↔ IsZeroMode W ψ := by
  constructor
  · rintro ⟨h1, h2, h3⟩
    obtain ⟨χ, hχ⟩ : ∃ χ : ℝ → ℂ, χ = fun x => deriv ψ x + (W x : ℂ) * ψ x := ⟨_, rfl⟩
    have hx : ∀ x, χ x = deriv ψ x + (W x : ℂ) * ψ x := fun x => congrFun hχ x
    -- `χ = ψ' + W ψ` solves the partner equation
    have hd : ∀ x, HasDerivAt χ ((W x : ℂ) * χ x) x := by
      intro x
      rw [hx x, hχ]
      refine ((h2 x).hasDerivAt.fun_add
        ((hW x).hasDerivAt.ofReal_comp.fun_mul (h1 x).hasDerivAt)).congr_deriv ?_
      have h := h3 x
      simp only [hamiltonian, Complex.ofReal_sub, Complex.ofReal_pow] at h
      linear_combination -h
    have hre : ∀ (f : ℝ → ℂ) (f' : ℂ) (x : ℝ), HasDerivAt f f' x →
        HasDerivAt (fun y => (f y).re) f'.re x :=
      fun f f' x h => Complex.reCLM.hasFDerivAt.comp_hasDerivAt x h
    have him : ∀ (f : ℝ → ℂ) (f' : ℂ) (x : ℝ), HasDerivAt f f' x →
        HasDerivAt (fun y => (f y).im) f'.im x :=
      fun f f' x h => Complex.imCLM.hasFDerivAt.comp_hasDerivAt x h
    -- the real part of `ψ* χ` has derivative `|χ|²`
    have hg : ∀ x, HasDerivAt (fun y => (ψ y).re * (χ y).re + (ψ y).im * (χ y).im)
        ((χ x).re ^ 2 + (χ x).im ^ 2) x := by
      intro x
      refine (((hre _ _ x (h1 x).hasDerivAt).fun_mul (hre _ _ x (hd x))).fun_add
        ((him _ _ x (h1 x).hasDerivAt).fun_mul (him _ _ x (hd x)))).congr_deriv ?_
      have r : (χ x).re = (deriv ψ x).re + W x * (ψ x).re := by
        rw [hx x, Complex.add_re, Complex.re_ofReal_mul]
      have i : (χ x).im = (deriv ψ x).im + W x * (ψ x).im := by
        rw [hx x, Complex.add_im, Complex.im_ofReal_mul]
      rw [Complex.re_ofReal_mul, Complex.im_ofReal_mul]
      linear_combination -(χ x).re * r - (χ x).im * i
    have hdp : ∀ x, deriv ψ (x + a) = deriv ψ x := by
      intro x
      rw [← deriv_comp_add_const, show (fun y => ψ (y + a)) = ψ from funext hψ]
    have hχp : ∀ x, χ (x + a) = χ x := fun x => by rw [hx, hx, hdp, hp x, hψ x]
    refine ⟨h1, fun x => ?_⟩
    have hs := periodic_deriv_zero ha (fun x => by simp only [hψ x, hχp x]) hg
      (fun x => by positivity) x
    have hr : (χ x).re = 0 := (pow_eq_zero_iff two_ne_zero).mp
      (by nlinarith [sq_nonneg (χ x).re, sq_nonneg (χ x).im] : (χ x).re ^ 2 = 0)
    have hi : (χ x).im = 0 := (pow_eq_zero_iff two_ne_zero).mp
      (by nlinarith [sq_nonneg (χ x).re, sq_nonneg (χ x).im] : (χ x).im ^ 2 = 0)
    rw [← hx x]
    exact Complex.ext hr hi
  · intro h
    have hd : deriv ψ = fun x => -(W x : ℂ) * ψ x := funext fun x => (h.hasDerivAt x).deriv
    have hd2 : ∀ x, HasDerivAt (deriv ψ)
        (-(deriv W x : ℂ) * ψ x + -(W x : ℂ) * (-(W x : ℂ) * ψ x)) x := by
      intro x
      rw [hd]
      exact (hW x).hasDerivAt.ofReal_comp.fun_neg.fun_mul (h.hasDerivAt x)
    refine ⟨h.1, fun x => (hd2 x).differentiableAt, fun x => ?_⟩
    simp only [hamiltonian, (hd2 x).deriv, Complex.ofReal_sub, Complex.ofReal_pow]
    ring

end

end PeriodicZeroModes
```

Lean reports:

```
Main.lean:94:17: error: Application type mismatch: The argument
  W
has type
  ℝ → ℝ
but is expected to have type
  ℝ → ℂ
in the application
  deriv W
```

The repair, with which the file compiles:

```diff
@@ -92,5 +92,5 @@
     have hd : deriv ψ = fun x => -(W x : ℂ) * ψ x := funext fun x => (h.hasDerivAt x).deriv
     have hd2 : ∀ x, HasDerivAt (deriv ψ)
-        (-(deriv W x : ℂ) * ψ x + -(W x : ℂ) * (-(W x : ℂ) * ψ x)) x := by
+        (-((deriv W x : ℝ) : ℂ) * ψ x + -(W x : ℂ) * (-(W x : ℂ) * ψ x)) x := by
       intro x
       rw [hd]
```

What went wrong. The error is in the statement of `hd2`, in the converse direction, where the second derivative of ψ is written down. The term `(deriv W x : ℂ)` was meant as the real number W′(x), cast to a complex number. But `deriv` works for functions with values in various spaces, and the ascription tells Lean that the result here should be complex. Lean therefore takes `deriv` to be that of a complex-valued function and expects an argument of type `ℝ → ℂ`, which `W`, of type `ℝ → ℝ`, is not. The neighbouring `(W x : ℂ)` has no such trouble, because the type of `W` already fixes `W x` as real, and Lean then inserts the cast.

The repair writes `((deriv W x : ℝ) : ℂ)`. The inner ascription makes the derivative real, so that `W` fits, and the outer one casts its value to ℂ. This is the only change.
